# In a finite basis, the square-root kinetic energy lowers each level by between 0 and $\|T\|^2/(2c^2)$

Replace the nonrelativistic kinetic energy in a one-electron code by its relativistic square-root form, and the levels shift. Without a known sign and size for the shift, a level that has risen, or has fallen too far, can pass for a relativistic effect when the cause is a wrong factor in the matrix square root.

## The bracket for each level

In atomic units, let $T$ be the matrix of $p^2/2$ in an orthonormal basis of $n$ functions, $V$ a Hermitian potential matrix and $c>0$ the speed of light. Define

$$K=(c^4+2c^2T)^{1/2}-c^2 .$$

This is the relativistic kinetic energy $\sqrt{c^4+c^2p^2}-c^2$, from which the rest energy has been removed, with $p^2$ replaced by its matrix $2T$. Number the levels in ascending order, $k=0,\dots,n-1$, and write $l_k$, $m_k$, $u_k$ for those of $V+T-T^2/(2c^2)$, $V+K$ and $V+T$. Then

$$l_k\le m_k\le u_k,\qquad u_k-m_k\le \frac{\|T\|^2}{2c^2},$$

where $\|T\|$ is the largest eigenvalue of $T$. If $T$ has no zero eigenvalue, $m_k<u_k$ for every $k$.

## Checking a square-root kinetic energy routine

A code that builds $K$ by diagonalising the matrix $T$ can diagonalise all three Hamiltonians and compare the sorted eigenvalues, with a tolerance for rounding. A violation beyond rounding means that something is wrong, for example $K$, $T^2$, the units, the sorting, or a $V$ that is not the same in all three. With a non-orthogonal basis, orthonormalise first.

The norm bound is set by the largest eigenvalue of $T$, so it can far exceed the shift of a low level even when $\|T\|$ is small compared with $c^2$. The comparison with $l_k$ is at least as sharp, because $T^2\le\|T\|^2$ gives $u_k-l_k\le\|T\|^2/(2c^2)$ too, but it can also be loose. Tight basis functions make $\|T\|$ large, and the mass-velocity form $T-T^2/(2c^2)$ is negative on eigenvectors of $T$ with eigenvalue above $2c^2$, so the lower bound can then lie far below $m_k$. A plane-wave basis that contains the constant function gives $T$ a zero eigenvalue, and strict lowering is then not guaranteed.

## From the square root to the levels

**Operator bounds.** Let $S=(c^4+2c^2T)^{1/2}$, so $K=S-c^2$. Since $T\ge0$, we have $c^4+2c^2T\ge c^4$. The square root preserves operator order, so $S\ge c^2$ and $K\ge0$. Squaring gives

$$K^2=S^2-2c^2S+c^4=2c^2T-2c^2(S-c^2)=2c^2T-2c^2K,$$

hence $T=K+rK^2$ with $r=1/(2c^2)$. Therefore $T-K=rK^2\ge0$. Also $T^2=K^2+2rK^3+r^2K^4$, so

$$K-(T-rT^2)=-rK^2+rT^2=2r^2K^3+r^3K^4\ge0 .$$

Together, $T-rT^2\le K\le T$.

**A common trial state.** Let $A$ and $B$ be Hermitian with ascending levels $a_i$, $b_i$ and orthonormal eigenvectors $\phi_i$, $\chi_i$. Require $\langle\phi_i,x\rangle=0$ for $i<k$ and $\langle\chi_i,x\rangle=0$ for $i>k$. These are $k+(n-1-k)=n-1$ linear conditions on $n$ components, so some $x\ne0$ satisfies them. In that state

$$\langle x,Ax\rangle=\sum_{i\ge k}a_i|\langle\phi_i,x\rangle|^2\ge a_k\|x\|^2,$$

$$\langle x,Bx\rangle=\sum_{i\le k}b_i|\langle\chi_i,x\rangle|^2\le b_k\|x\|^2 .$$

If $\langle y,Ay\rangle\le\langle y,By\rangle+\delta\|y\|^2$ for all $y$, with $\delta$ a real constant, taking $y=x$ and dividing by $\|x\|^2$ gives $a_k\le b_k+\delta$.

**The levels.** Adding $V$ to the operator bounds and using $\delta=0$ twice gives $l_k\le m_k\le u_k$. For the size of the shift,

$$\langle x,(T-K)x\rangle\le r\langle x,T^2x\rangle\le r\|T\|^2\|x\|^2,$$

so $\delta=r\|T\|^2$ gives $u_k\le m_k+\|T\|^2/(2c^2)$.

**Strict lowering.** Take the trial state for $A=V+K$ and $B=V+T$. Since $\langle x,K^2x\rangle=\|Kx\|^2$,

$$m_k\|x\|^2\le\langle x,(V+T)x\rangle-r\|Kx\|^2\le u_k\|x\|^2-r\|Kx\|^2 .$$

If $Kx=0$, then $Tx=Kx+rK^2x=0$, which an injective $T$ forbids for $x\ne0$. So $m_k<u_k$.

## The Lean source

```lean
import Mathlib

open scoped InnerProductSpace

namespace SquareRootKineticEnergy

noncomputable section

variable {E : Type*} [NormedAddCommGroup E] [InnerProductSpace ℂ E] {n : ℕ}

/-- The square-root kinetic energy `(c⁴ + 2c²T)^(1/2) - c²` belonging to a nonrelativistic
kinetic energy `T ≥ 0`. -/
def sqrtKinetic [CompleteSpace E] (c : ℝ) (T : E →L[ℂ] E) : E →L[ℂ] E :=
  CFC.sqrt (((c ^ 4 : ℝ) : ℂ) • (1 : E →L[ℂ] E) + ((2 * c ^ 2 : ℝ) : ℂ) • T)
    - ((c ^ 2 : ℝ) : ℂ) • (1 : E →L[ℂ] E)

/-- The kinetic energy with the mass-velocity correction, `T - T²/(2c²)`, for `c ≠ 0`. -/
def massVelocityKinetic (c : ℝ) (T : E →L[ℂ] E) : E →L[ℂ] E :=
  T - ((1 / (2 * c ^ 2) : ℝ) : ℂ) • (T * T)

/-- The real part of `⟨x, A x⟩`, the unnormalised mean value of `A` in the state `x`. -/
def expectation (A : E →L[ℂ] E) (x : E) : ℝ := (⟪x, A x⟫_ℂ).re

/-- The list `a` contains the eigenvalues of `A` in ascending order, with multiplicity,
along an orthonormal basis of eigenvectors. -/
def IsLevels (A : E →L[ℂ] E) (a : Fin n → ℝ) : Prop :=
  Monotone a ∧ ∃ u : OrthonormalBasis (Fin n) ℂ E, ∀ i, A (u i) = (a i : ℂ) • u i

/-- A positive operator times a nonnegative real number is positive. -/
theorem scale_nonneg [CompleteSpace E] {A : E →L[ℂ] E} (hA : 0 ≤ A) {r : ℝ} (hr : 0 ≤ r) :
    0 ≤ (r : ℂ) • A := by
  have h := star_left_conjugate_nonneg hA (((√r : ℝ) : ℂ) • (1 : E →L[ℂ] E))
  rwa [star_smul, star_one, smul_mul_assoc, one_mul, mul_smul_comm, mul_one, smul_smul,
    Complex.star_def, Complex.conj_ofReal, ← Complex.ofReal_mul, Real.mul_self_sqrt hr] at h

/-- For `T ≥ 0` and `c > 0` the square-root kinetic energy `K` is positive, and
`T = K + K²/(2c²)`. -/
theorem sqrtKinetic_spec [CompleteSpace E] {c : ℝ} (hc : 0 < c) {T : E →L[ℂ] E} (hT : 0 ≤ T) :
    0 ≤ sqrtKinetic c T ∧ T = sqrtKinetic c T
      + ((1 / (2 * c ^ 2) : ℝ) : ℂ) • (sqrtKinetic c T * sqrtKinetic c T) := by
  have h1 : (0 : E →L[ℂ] E) ≤ 1 := by
    have h := star_mul_self_nonneg (1 : E →L[ℂ] E)
    rwa [star_one, one_mul] at h
  obtain ⟨G, hG⟩ : ∃ G : E →L[ℂ] E, G = ((c ^ 2 : ℝ) : ℂ) • (1 : E →L[ℂ] E) := ⟨_, rfl⟩
  have hG0 : 0 ≤ G := hG ▸ scale_nonneg h1 (sq_nonneg c)
  have hGG : ((c ^ 4 : ℝ) : ℂ) • (1 : E →L[ℂ] E) = G * G := by
    have h4 : c ^ 4 = c ^ 2 * c ^ 2 := by ring
    rw [h4, Complex.ofReal_mul, hG, smul_mul_assoc, one_mul, smul_smul]
  have hGG0 : 0 ≤ G * G := hGG ▸ scale_nonneg h1 (by positivity : 0 ≤ c ^ 4)
  have hX : G * G ≤ G * G + ((2 * c ^ 2 : ℝ) : ℂ) • T :=
    le_add_of_nonneg_right (scale_nonneg hT (by positivity))
  have hdef : sqrtKinetic c T = CFC.sqrt (G * G + ((2 * c ^ 2 : ℝ) : ℂ) • T) - G := by
    rw [sqrtKinetic, hGG, hG]
  -- the square root is operator monotone
  have hroot := CFC.sqrt_le_sqrt _ _ hX
  rw [CFC.sqrt_mul_self G hG0] at hroot
  have hsq := CFC.sqrt_mul_sqrt_self (G * G + ((2 * c ^ 2 : ℝ) : ℂ) • T) (hGG0.trans hX)
  rw [hdef]
  generalize CFC.sqrt (G * G + ((2 * c ^ 2 : ℝ) : ℂ) • T) = S at hroot hsq ⊢
  refine ⟨sub_nonneg.2 hroot, ?_⟩
  have e : (S - G) * (S - G)
      = ((2 * c ^ 2 : ℝ) : ℂ) • T - ((2 * c ^ 2 : ℝ) : ℂ) • (S - G) := by
    rw [sub_mul, mul_sub, mul_sub, hsq, hG]
    simp only [smul_mul_assoc, mul_smul_comm, one_mul, mul_one]
    push_cast
    module
  have hr : 1 / (2 * c ^ 2) * (2 * c ^ 2) = 1 := one_div_mul_cancel (by positivity)
  rw [e, ← smul_sub, smul_smul, ← Complex.ofReal_mul, hr, Complex.ofReal_one, one_smul]
  abel

/-- For `T ≥ 0` and `c > 0`, the square-root kinetic energy lies between `T - T²/(2c²)` and
`T` as an operator. -/
theorem sqrtKinetic_bounds [CompleteSpace E] {c : ℝ} (hc : 0 < c) {T : E →L[ℂ] E}
    (hT : 0 ≤ T) :
    massVelocityKinetic c T ≤ sqrtKinetic c T ∧ sqrtKinetic c T ≤ T := by
  obtain ⟨hK, hrel⟩ := sqrtKinetic_spec hc hT
  have hr : 0 ≤ 1 / (2 * c ^ 2) := by positivity
  unfold massVelocityKinetic
  generalize sqrtKinetic c T = K at hK hrel ⊢
  generalize 1 / (2 * c ^ 2) = r at hr hrel ⊢
  have hs : star K = K := (IsSelfAdjoint.of_nonneg hK).star_eq
  have h2 : 0 ≤ K * K := by simpa only [hs] using star_mul_self_nonneg K
  have h3 : 0 ≤ K * K * K := by simpa only [hs] using star_left_conjugate_nonneg hK K
  have h4 : 0 ≤ K * K * (K * K) := by
    simpa only [star_mul, hs] using star_mul_self_nonneg (K * K)
  subst hrel
  constructor
  · -- the difference is a positive combination of the third and fourth powers of K
    have e : K - (K + (r : ℂ) • (K * K)
        - (r : ℂ) • ((K + (r : ℂ) • (K * K)) * (K + (r : ℂ) • (K * K))))
        = ((2 * r ^ 2 : ℝ) : ℂ) • (K * K * K) + ((r ^ 3 : ℝ) : ℂ) • (K * K * (K * K)) := by
      simp only [add_mul, mul_add, smul_mul_assoc, mul_smul_comm, mul_assoc]
      push_cast
      module
    rw [← sub_nonneg, e]
    exact add_nonneg (scale_nonneg h3 (by positivity)) (scale_nonneg h4 (by positivity))
  · exact le_add_of_nonneg_right (scale_nonneg h2 hr)

/-- If `A` has real eigenvalues `a i` along an orthonormal basis `u`, its unnormalised mean value in
`x` is the sum of the `a i` weighted by the squared amplitudes of `x` in that basis. -/
theorem expectation_eq_sum {A : E →L[ℂ] E} {a : Fin n → ℝ} (u : OrthonormalBasis (Fin n) ℂ E)
    (hu : ∀ i, A (u i) = (a i : ℂ) • u i) (x : E) :
    expectation A x = ∑ i, a i * ‖⟪u i, x⟫_ℂ‖ ^ 2 := by
  calc expectation A x = (⟪x, A (∑ i, ⟪u i, x⟫_ℂ • u i)⟫_ℂ).re := by
        rw [u.sum_repr' x, expectation]
    _ = _ := by
        rw [map_sum, inner_sum, Complex.re_sum]
        refine Finset.sum_congr rfl fun i _ => ?_
        rw [map_smul, hu i, inner_smul_right, inner_smul_right, ← inner_conj_symm x (u i),
          mul_left_comm, Complex.mul_conj, ← Complex.ofReal_mul, Complex.ofReal_re,
          Complex.normSq_eq_norm_sq]

/-- For two operators with ordered levels `a` and `b` there is a nonzero state in which the
first has mean value at least `a k` and the second at most `b k`, per unit norm squared. -/
theorem exists_trial_state {A B : E →L[ℂ] E} {a b : Fin n → ℝ} (hA : IsLevels A a)
    (hB : IsLevels B b) (k : Fin n) :
    ∃ x : E, x ≠ 0 ∧ a k * ‖x‖ ^ 2 ≤ expectation A x ∧ expectation B x ≤ b k * ‖x‖ ^ 2 := by
  obtain ⟨ha, u, hu⟩ := hA
  obtain ⟨hb, w, hw⟩ := hB
  have : FiniteDimensional ℂ E := Module.Finite.of_basis u.toBasis
  -- n - 1 conditions: no component on u i for i < k, nor on w i for i > k
  let L : E →ₗ[ℂ] (Fin n → ℂ) := LinearMap.pi fun i =>
    if i < k then (innerSL ℂ (u i)).toLinearMap
    else if k < i then (innerSL ℂ (w i)).toLinearMap else 0
  have hL : ∃ x : E, x ≠ 0 ∧ L x = 0 := by
    by_contra h
    have hinj : Function.Injective L := (injective_iff_map_eq_zero L).2 fun x hx =>
      by_contra fun h0 => h ⟨x, h0, hx⟩
    have hdim : Module.finrank ℂ E = Module.finrank ℂ (Fin n → ℂ) := by
      rw [Module.finrank_eq_card_basis u.toBasis, Module.finrank_fintype_fun_eq_card]
    obtain ⟨y, hy⟩ :=
      (LinearMap.injective_iff_surjective_of_finrank_eq_finrank hdim).1 hinj (fun _ => 1)
    have hk := congrFun hy k
    simp [L] at hk
  obtain ⟨x, hx, hLx⟩ := hL
  refine ⟨x, hx, ?_, ?_⟩
  · rw [expectation_eq_sum u hu, ← u.sum_sq_norm_inner_right x, Finset.mul_sum]
    refine Finset.sum_le_sum fun i _ => ?_
    by_cases hi : i < k
    · have h0 : ⟪u i, x⟫_ℂ = 0 := by simpa [L, hi] using congrFun hLx i
      simp [h0]
    · exact mul_le_mul_of_nonneg_right (ha (not_lt.1 hi)) (sq_nonneg _)
  · rw [expectation_eq_sum w hw, ← w.sum_sq_norm_inner_right x, Finset.mul_sum]
    refine Finset.sum_le_sum fun i _ => ?_
    by_cases hi : k < i
    · have h0 : ⟪w i, x⟫_ℂ = 0 := by simpa [L, hi, hi.not_gt] using congrFun hLx i
      simp [h0]
    · exact mul_le_mul_of_nonneg_right (hb (not_lt.1 hi)) (sq_nonneg _)

/-- If the mean value of `A` exceeds that of `B` by at most `δ` per unit norm squared in every
state, then each ordered level of `A` exceeds that of `B` by at most `δ`. -/
theorem level_le {A B : E →L[ℂ] E} {a b : Fin n → ℝ} (hA : IsLevels A a) (hB : IsLevels B b)
    {δ : ℝ} (h : ∀ x, expectation A x ≤ expectation B x + δ * ‖x‖ ^ 2) (k : Fin n) :
    a k ≤ b k + δ := by
  obtain ⟨x, hx, h1, h2⟩ := exists_trial_state hA hB k
  have hpos : 0 < ‖x‖ ^ 2 := pow_pos (norm_pos_iff.2 hx) 2
  refine le_of_mul_le_mul_right ?_ hpos
  rw [add_mul]
  linarith [h x]

/-- A self-adjoint operator on an `n`-dimensional space has exactly one ascending list of
levels. -/
theorem existsUnique_levels [CompleteSpace E] [FiniteDimensional ℂ E] {A : E →L[ℂ] E}
    (hA : IsSelfAdjoint A) (hn : Module.finrank ℂ E = n) :
    ∃! a : Fin n → ℝ, IsLevels A a := by
  have hs := ContinuousLinearMap.isSelfAdjoint_iff_isSymmetric.1 hA
  have ha : IsLevels A (hs.eigenvalues hn ∘ Tuple.sort (hs.eigenvalues hn)) := by
    refine ⟨Tuple.monotone_sort _,
      (hs.eigenvectorBasis hn).reindex (Tuple.sort (hs.eigenvalues hn)).symm, fun i => ?_⟩
    rw [OrthonormalBasis.reindex_apply, Equiv.symm_symm]
    exact hs.apply_eigenvectorBasis hn _
  refine ⟨_, ha, fun b hb => funext fun k => le_antisymm ?_ ?_⟩
  · simpa only [add_zero] using level_le hb ha (δ := 0) (fun x => by simp) k
  · simpa only [add_zero] using level_le ha hb (δ := 0) (fun x => by simp) k

/-- An operator inequality `A ≤ B` orders the mean values in every state. -/
theorem expectation_mono {A B : E →L[ℂ] E} (h : A ≤ B) (x : E) :
    expectation A x ≤ expectation B x := by
  have h0 : 0 ≤ (⟪x, B x - A x⟫_ℂ).re :=
    ((ContinuousLinearMap.le_def A B).1 h).re_inner_nonneg_right x
  rw [inner_sub_right, Complex.sub_re] at h0
  exact sub_nonneg.1 h0

/-- For `T ≥ 0` and `c > 0`, each ascending level `m k` of `V + K`, with `K` the square-root
kinetic energy, lies between those of `V + T - T²/(2c²)` and `V + T`, and it is at most
`‖T‖²/(2c²)` below the latter. -/
theorem levels_between [CompleteSpace E] {c : ℝ} (hc : 0 < c) {V T : E →L[ℂ] E} (hT : 0 ≤ T)
    {l m u : Fin n → ℝ} (hl : IsLevels (V + massVelocityKinetic c T) l)
    (hm : IsLevels (V + sqrtKinetic c T) m) (hu : IsLevels (V + T) u) (k : Fin n) :
    l k ≤ m k ∧ m k ≤ u k ∧ u k - m k ≤ ‖T‖ ^ 2 / (2 * c ^ 2) := by
  obtain ⟨hlow, hup⟩ := sqrtKinetic_bounds hc hT
  have h1 := expectation_mono (add_le_add (le_refl V) hlow)
  have h2 := expectation_mono (add_le_add (le_refl V) hup)
  refine ⟨?_, ?_, ?_⟩
  · simpa only [add_zero] using level_le hl hm (δ := 0) (fun x => by simpa using h1 x) k
  · simpa only [add_zero] using level_le hm hu (δ := 0) (fun x => by simpa using h2 x) k
  · refine sub_le_iff_le_add'.2 (level_le hu hm (fun x => ?_) k)
    have e : expectation (V + massVelocityKinetic c T) x
        = expectation (V + T) x - 1 / (2 * c ^ 2) * (⟪x, T (T x)⟫_ℂ).re := by
      have hx : (V + massVelocityKinetic c T) x
          = (V + T) x - ((1 / (2 * c ^ 2) : ℝ) : ℂ) • T (T x) := by
        change V x + (T x - ((1 / (2 * c ^ 2) : ℝ) : ℂ) • T (T x)) = V x + T x - _
        abel
      rw [expectation, hx, inner_sub_right, inner_smul_right, Complex.sub_re,
        Complex.re_ofReal_mul, expectation]
    -- the mean value of T² is at most ‖T‖² per unit norm squared
    have hb : (⟪x, T (T x)⟫_ℂ).re ≤ ‖T‖ ^ 2 * ‖x‖ ^ 2 := by
      calc (⟪x, T (T x)⟫_ℂ).re ≤ ‖x‖ * ‖T (T x)‖ :=
            (Complex.re_le_norm _).trans (norm_inner_le_norm _ _)
        _ ≤ ‖x‖ * (‖T‖ * (‖T‖ * ‖x‖)) := by
            gcongr
            exact (T.le_opNorm _).trans (by gcongr; exact T.le_opNorm x)
        _ = ‖T‖ ^ 2 * ‖x‖ ^ 2 := by ring
    have hmul := mul_le_mul_of_nonneg_left hb (by positivity : 0 ≤ 1 / (2 * c ^ 2))
    have hring : 1 / (2 * c ^ 2) * (‖T‖ ^ 2 * ‖x‖ ^ 2)
        = ‖T‖ ^ 2 / (2 * c ^ 2) * ‖x‖ ^ 2 := by ring
    linarith [h1 x]

/-- If `T ≥ 0` is injective and `c > 0`, the square-root kinetic energy puts every ascending
level strictly below the nonrelativistic one. -/
theorem levels_strictly_lowered [CompleteSpace E] {c : ℝ} (hc : 0 < c) {V T : E →L[ℂ] E}
    (hT : 0 ≤ T) (hinj : Function.Injective T) {m u : Fin n → ℝ}
    (hm : IsLevels (V + sqrtKinetic c T) m) (hu : IsLevels (V + T) u) (k : Fin n) :
    m k < u k := by
  obtain ⟨hK, hrel⟩ := sqrtKinetic_spec hc hT
  obtain ⟨x, hx, h1, h2⟩ := exists_trial_state hm hu k
  generalize sqrtKinetic c T = K at hK hrel h1
  have hTx : T x = K x + ((1 / (2 * c ^ 2) : ℝ) : ℂ) • K (K x) := DFunLike.congr_fun hrel x
  have hKx : K x ≠ 0 := fun h0 => hx (hinj (by rw [hTx, h0, map_zero, smul_zero, add_zero,
    map_zero]))
  have hs : ⟪K x, K x⟫_ℂ = ⟪x, K (K x)⟫_ℂ :=
    ContinuousLinearMap.isSelfAdjoint_iff_isSymmetric.1 (IsSelfAdjoint.of_nonneg hK) x (K x)
  have hn : (⟪K x, K x⟫_ℂ).re = ‖K x‖ ^ 2 := inner_self_eq_norm_sq (𝕜 := ℂ) (K x)
  -- the mean values differ by ‖K x‖²/(2c²)
  have e : expectation (V + T) x
      = expectation (V + K) x + 1 / (2 * c ^ 2) * ‖K x‖ ^ 2 := by
    change (⟪x, V x + T x⟫_ℂ).re
      = (⟪x, V x + K x⟫_ℂ).re + 1 / (2 * c ^ 2) * ‖K x‖ ^ 2
    rw [hTx, ← add_assoc, inner_add_right, inner_smul_right, Complex.add_re,
      Complex.re_ofReal_mul, ← hs, hn]
  have hpos : 0 < 1 / (2 * c ^ 2) * ‖K x‖ ^ 2 :=
    mul_pos (by positivity) (pow_pos (norm_pos_iff.2 hKx) 2)
  exact lt_of_mul_lt_mul_right (by linarith : m k * ‖x‖ ^ 2 < u k * ‖x‖ ^ 2) (sq_nonneg _)

end

end SquareRootKineticEnergy
```

```lean
#print axioms SquareRootKineticEnergy.existsUnique_levels
#print axioms SquareRootKineticEnergy.levels_between
#print axioms SquareRootKineticEnergy.levels_strictly_lowered
```

```
'SquareRootKineticEnergy.existsUnique_levels' depends on axioms: [propext, Classical.choice, Quot.sound]
'SquareRootKineticEnergy.levels_between' depends on axioms: [propext, Classical.choice, Quot.sound]
'SquareRootKineticEnergy.levels_strictly_lowered' depends on axioms: [propext, Classical.choice, Quot.sound]
```

## What is guaranteed, and for which matrices

`levels_between` states the bracket and the norm bound; `levels_strictly_lowered` states the strict inequality for injective `T`. The matrices appear as continuous linear maps `E →L[ℂ] E` on a complex inner product space, `0 ≤ T` means positive semidefinite, and `‖T‖` is the operator norm. `CFC.sqrt` is the positive operator square root.

`IsLevels A a` says that `a` lists the eigenvalues of `A` in ascending order, with multiplicity, along an orthonormal eigenbasis indexed by `Fin n`. This fixes the dimension as $n$. No separate hypothesis makes `V` Hermitian, because real levels along such a basis already do so. Conversely, `existsUnique_levels` shows that every self-adjoint operator has exactly one such list, so the theorems apply to every Hermitian $V$.

Two names need care. `expectation` is unnormalised: divide by $\|x\|^2$ for the physical mean value. The letter `u` denotes the nonrelativistic levels in the two final theorems, but an eigenbasis in the earlier lemmas, where `u i` and `w i` are $\phi_i$ and $\chi_i$.

The proof has the same structure as the derivation:

- `sqrtKinetic_spec` proves $K\ge0$ and $T=K+K^2/(2c^2)$, using `CFC.sqrt_le_sqrt` for monotonicity.
- `sqrtKinetic_bounds` substitutes that relation and writes the lower gap as the combination of $K^3$ and $K^4$; `scale_nonneg` handles the positive factors.
- `expectation_eq_sum` expands a mean value in an eigenbasis. `exists_trial_state` collects the $n-1$ conditions in a map `L` to $n$ components, one of them always zero. `L` is therefore not surjective, hence not injective, and has a nonzero kernel vector.
- `level_le` is the comparison with offset $\delta$, and `expectation_mono` supplies its premise from an operator inequality.

The step left to the user is the one from matrices to the operators of a real atom. Here $K$ and $T^2$ are functions of the matrix $T$, which in general differ from the matrices of the exact square root and of $p^4/4$ in the same basis. The same $V$ enters all three Hamiltonians, so a scheme that also transforms the potential needs a separate argument. For several electrons, the sum of one-particle square roots is not the $K$ built from the total $T$.
